# Singlets of A ⊗ 1 − 1 ⊗ Bᵀ are intertwiners of matrix angular momenta

## Pair states as amplitude matrices

A state of two systems is represented here by a function on index pairs, (i,j) ↦ X_ij, so the same numbers can be read as a vector or as a p × q matrix X:

ψ = ∑ X_ij e_i ⊗ e_j.

An angular momentum here is a triple of finite complex matrices, not necessarily Hermitian, with ħ = 1 and the index k = 0, 1, 2 (for x, y, z) taken cyclically:

J_k J_(k+1) − J_(k+1) J_k = i J_(k+2).

Let A_k and B_k be two such triples, of sizes p and q. The second system carries the dual triple D_k = −B_kᵀ, and the total is

J_k = A_k ⊗ 1 + 1 ⊗ D_k = A_k ⊗ 1 − 1 ⊗ B_kᵀ.

A singlet is a nonzero state annihilated by all three J_k. The claim is that J obeys the angular momentum relations, and that ψ is annihilated exactly when X intertwines the triples, A_k X = X B_k for every k.

## Commutators and action

Transposing the relation for B reverses its products, so

D_k D_(k+1) − D_(k+1) D_k = B_kᵀ B_(k+1)ᵀ − B_(k+1)ᵀ B_kᵀ = −i B_(k+2)ᵀ = i D_(k+2).

In the commutator of J_k and J_(k+1) the mixed products cancel, because operators on different factors commute. What remains is

[A_k, A_(k+1)] ⊗ 1 + 1 ⊗ [D_k, D_(k+1)] = i J_(k+2).

On amplitudes,

(J_k ψ)_ij = ∑_x (A_k)_ix X_xj − ∑_y X_iy (B_k)_yj = (A_k X − X B_k)_ij,

which gives the equivalence.

## Total spin and unequal spins

Write J² = ∑_k J_k² for the total square. If all A_k and B_k are Hermitian, so are the J_k, and

⟨ψ, J²ψ⟩ = ∑_k ‖J_k ψ‖².

Thus J²ψ = 0 forces every J_k ψ = 0; the converse is immediate.

Suppose instead that A² = ∑_k A_k² = a·1 and B² = ∑_k B_k² = b·1. Physically, each system has a single value of j(j+1). An intertwiner then satisfies

aX = A²X = XB² = bX,

so a ≠ b leaves only X = 0, and there is no singlet.

## Two spins one half

Let s_k be half the Pauli matrices. Choosing A = s and B_k = −s_kᵀ turns J_k into the ordinary sum s_k ⊗ 1 + 1 ⊗ s_k, and the condition becomes s_k X = −X s_kᵀ. The diagonal entries for k = 2 give X_00 = X_11 = 0, and the (0,0) entry for k = 0 gives X_10 = −X_01. Hence X = cε, where ε has rows (0, 1) and (−1, 0). Conversely, both sides of the condition for ε equal −s_2, (i/2)1 and s_0 for k = 0, 1, 2. Normalisation fixes |c| = 1/√2; the global phase is free, and c = 1/√2 is the usual choice.

For comparison, take the normalised amplitudes X_01 = X_10 = 1/√2, with zero diagonal. The matrices s_k X + X s_kᵀ are

k = 0: diag(1, 1)/√2
k = 1: diag(−i, i)/√2
k = 2: 0

Their squared norms are 1, 1 and 0, so ⟨J²⟩ = 2. This is the largest eigenvalue of J² for two spins one half, so the state is a triplet state, although J_2 annihilates it.

In electronic structure, this criterion identifies the singlet spin factor of a two-electron state, within a finite spin model that has no orbitals or Hamiltonian.

## The Lean file

```lean
import Mathlib

open Matrix
open scoped Kronecker ComplexOrder

namespace SingletIntertwiner

noncomputable section

variable {p q : Type*} [Fintype p] [Fintype q] [DecidableEq p] [DecidableEq q]

/-- The angular momentum relations `[J_k, J_(k+1)] = i J_(k+2)`, with the index `k` cyclic
(units with `ħ = 1`). -/
def IsAngularMomentum {n : Type*} [Fintype n] (J : Fin 3 → Matrix n n ℂ) : Prop :=
  ∀ k, J k * J (k + 1) - J (k + 1) * J k = Complex.I • J (k + 2)

/-- The dual triple `-B_kᵀ`. -/
def dual {n : Type*} (B : Fin 3 → Matrix n n ℂ) : Fin 3 → Matrix n n ℂ :=
  fun k => -(B k)ᵀ

/-- The coupled triple `A_k ⊗ 1 - 1 ⊗ B_kᵀ` on the product space. -/
def coupled (A : Fin 3 → Matrix p p ℂ) (B : Fin 3 → Matrix q q ℂ) :
    Fin 3 → Matrix (p × q) (p × q) ℂ :=
  fun k => A k ⊗ₖ (1 : Matrix q q ℂ) - (1 : Matrix p p ℂ) ⊗ₖ (B k)ᵀ

/-- The pair state `∑ X_ij e_i ⊗ e_j` with amplitude matrix `X`. -/
def pairState {p q : Type*} (X : Matrix p q ℂ) : p × q → ℂ := fun ij => X ij.1 ij.2

/-- The spin-one-half matrices, that is, half the Pauli matrices. -/
def spinHalf : Fin 3 → Matrix (Fin 2) (Fin 2) ℂ :=
  ![!![0, 1/2; 1/2, 0], !![0, -Complex.I/2; Complex.I/2, 0], !![1/2, 0; 0, -1/2]]

omit [DecidableEq q] in
/-- The dual of an angular momentum triple is an angular momentum triple. -/
theorem dual_isAngularMomentum {B : Fin 3 → Matrix q q ℂ} (hB : IsAngularMomentum B) :
    IsAngularMomentum (dual B) := by
  intro k
  have h := congrArg Matrix.transpose (hB k)
  simp only [transpose_sub, transpose_mul, transpose_smul] at h
  simp only [dual, neg_mul_neg, smul_neg]
  rw [← h, neg_sub]

/-- The coupled operator turns the amplitude matrix `X` into `A_k X - X B_k`. -/
theorem coupled_mulVec (A : Fin 3 → Matrix p p ℂ) (B : Fin 3 → Matrix q q ℂ)
    (X : Matrix p q ℂ) (k : Fin 3) :
    coupled A B k *ᵥ pairState X = pairState (A k * X - X * B k) := by
  -- the first factor acts on the rows of `X`
  have h1 : (A k ⊗ₖ (1 : Matrix q q ℂ)) *ᵥ pairState X = pairState (A k * X) := by
    ext ⟨i, j⟩
    simp only [mulVec, dotProduct, Fintype.sum_prod_type, kroneckerMap_apply, pairState,
      Matrix.mul_apply]
    refine Finset.sum_congr rfl fun x _ => ?_
    rw [Finset.sum_eq_single j]
    · rw [one_apply_eq]; ring
    · intro y _ hy
      rw [one_apply_ne hy.symm]; ring
    · intro h; exact absurd (Finset.mem_univ _) h
  -- the second factor acts on the columns of `X`
  have h2 : ((1 : Matrix p p ℂ) ⊗ₖ (B k)ᵀ) *ᵥ pairState X = pairState (X * B k) := by
    ext ⟨i, j⟩
    simp only [mulVec, dotProduct, Fintype.sum_prod_type, kroneckerMap_apply, pairState,
      Matrix.mul_apply, transpose_apply]
    rw [Finset.sum_comm]
    refine Finset.sum_congr rfl fun y _ => ?_
    rw [Finset.sum_eq_single i]
    · rw [one_apply_eq]; ring
    · intro x _ hx
      rw [one_apply_ne hx.symm]; ring
    · intro h; exact absurd (Finset.mem_univ _) h
  rw [coupled, sub_mulVec, h1, h2]
  rfl

/-- If `A` and `B` obey the angular momentum relations, so does the coupled triple. -/
theorem coupled_isAngularMomentum {A : Fin 3 → Matrix p p ℂ} {B : Fin 3 → Matrix q q ℂ}
    (hA : IsAngularMomentum A) (hB : IsAngularMomentum B) :
    IsAngularMomentum (coupled A B) := by
  intro k
  have a := sub_eq_iff_eq_add.mp (hA k)
  have h := congrArg Matrix.transpose (hB k)
  simp only [transpose_sub, transpose_mul, transpose_smul] at h
  have b := sub_eq_iff_eq_add.mp h
  -- the mixed products cancel, the two commutators remain
  simp only [coupled, sub_mul, mul_sub, ← mul_kronecker_mul, one_mul, mul_one]
  rw [a, b]
  simp only [add_kronecker, kronecker_add, smul_kronecker, kronecker_smul]
  module

/-- The coupled triple annihilates the pair state with amplitudes `X` exactly when
`A_k X = X B_k` for every `k`. -/
theorem singlet_iff_intertwiner (A : Fin 3 → Matrix p p ℂ) (B : Fin 3 → Matrix q q ℂ)
    (X : Matrix p q ℂ) :
    (∀ k, coupled A B k *ᵥ pairState X = 0) ↔ ∀ k, A k * X = X * B k := by
  refine forall_congr' fun k => ?_
  rw [coupled_mulVec, ← sub_eq_zero (a := A k * X)]
  constructor
  · intro h
    ext i j
    exact congrFun h (i, j)
  · intro h
    rw [h]
    rfl

/-- For Hermitian triples `A` and `B`, the total square `J²` of the coupled triple
annihilates the pair state exactly when its amplitude matrix intertwines `A` and `B`. -/
theorem total_square_zero_iff {A : Fin 3 → Matrix p p ℂ} {B : Fin 3 → Matrix q q ℂ}
    (sA : ∀ k, (A k).IsHermitian) (sB : ∀ k, (B k).IsHermitian) (X : Matrix p q ℂ) :
    (∑ k, coupled A B k * coupled A B k) *ᵥ pairState X = 0 ↔
      ∀ k, A k * X = X * B k := by
  rw [← singlet_iff_intertwiner A B X]
  have hJ : ∀ k, (coupled A B k)ᴴ = coupled A B k := fun k => by
    simp only [coupled, conjTranspose_sub, conjTranspose_kronecker, conjTranspose_one,
      (sA k).eq, (sB k).transpose.eq]
  generalize coupled A B = J at hJ ⊢
  generalize pairState X = v
  constructor
  · intro h
    have key : ∀ k, star (J k *ᵥ v) ⬝ᵥ (J k *ᵥ v) = star v ⬝ᵥ (J k *ᵥ (J k *ᵥ v)) :=
      fun k => by rw [star_mulVec, hJ k, ← dotProduct_mulVec]
    -- the expectation value of `J²` is a sum of squared norms
    have hs : ∑ k, star (J k *ᵥ v) ⬝ᵥ (J k *ᵥ v) = 0 := by
      calc _ = star v ⬝ᵥ ((∑ k, J k * J k) *ᵥ v) := by
            simp only [key, Fin.sum_univ_three, add_mulVec, dotProduct_add, ← mulVec_mulVec]
        _ = 0 := by rw [h, dotProduct_zero]
    intro k
    exact dotProduct_star_self_eq_zero.mp ((Finset.sum_eq_zero_iff_of_nonneg
      (fun k _ => dotProduct_star_self_nonneg (J k *ᵥ v))).mp hs k (Finset.mem_univ k))
  · intro h
    simp only [Fin.sum_univ_three, add_mulVec, ← mulVec_mulVec, h, mulVec_zero, add_zero]

/-- If `A² = a` and `B² = b` with different scalars `a` and `b`, the only pair state annihilated
by the coupled triple is zero. -/
theorem no_singlet_of_square_ne {A : Fin 3 → Matrix p p ℂ} {B : Fin 3 → Matrix q q ℂ}
    {a b : ℂ}
    (ha : ∑ k, A k * A k = a • (1 : Matrix p p ℂ))
    (hb : ∑ k, B k * B k = b • (1 : Matrix q q ℂ)) (hab : a ≠ b) (X : Matrix p q ℂ)
    (hX : ∀ k, coupled A B k *ᵥ pairState X = 0) : X = 0 := by
  have h := (singlet_iff_intertwiner A B X).mp hX
  have sq : ∀ k, A k * A k * X = X * (B k * B k) := fun k => by
    calc A k * A k * X = A k * (A k * X) := Matrix.mul_assoc _ _ _
      _ = X * B k * B k := by rw [h k, ← Matrix.mul_assoc, h k]
      _ = X * (B k * B k) := Matrix.mul_assoc _ _ _
  -- an intertwiner carries `B²` into `A²`
  have e : a • X = b • X := by
    calc a • X = (∑ k, A k * A k) * X := by rw [ha, Matrix.smul_mul, Matrix.one_mul]
      _ = X * ∑ k, B k * B k := by
          rw [Matrix.sum_mul, Matrix.mul_sum]
          exact Finset.sum_congr rfl fun k _ => sq k
      _ = b • X := by rw [hb, Matrix.mul_smul, Matrix.mul_one]
  have z : (a - b) • X = 0 := by rw [sub_smul, e, sub_self]
  exact (smul_eq_zero.mp z).resolve_left (sub_ne_zero.mpr hab)

/-- The spin-one-half matrices are Hermitian and obey the angular momentum relations. -/
theorem spinHalf_witness :
    IsAngularMomentum spinHalf ∧ ∀ k, (spinHalf k).IsHermitian := by
  constructor
  · have h0 : spinHalf 0 * spinHalf 1 - spinHalf 1 * spinHalf 0 = Complex.I • spinHalf 2 := by
      ext i j
      fin_cases i <;> fin_cases j <;> simp [spinHalf]
      all_goals ring
    have h1 : spinHalf 1 * spinHalf 2 - spinHalf 2 * spinHalf 1 = Complex.I • spinHalf 0 := by
      ext i j
      fin_cases i <;> fin_cases j <;> simp [spinHalf]
      all_goals ring
    have h2 : spinHalf 2 * spinHalf 0 - spinHalf 0 * spinHalf 2 = Complex.I • spinHalf 1 := by
      ext i j
      fin_cases i <;> fin_cases j <;> simp [spinHalf]
      all_goals first
        | ring1
        | linear_combination (1/2 : ℂ) * Complex.I_sq
        | linear_combination (-1/2 : ℂ) * Complex.I_sq
    intro k
    fin_cases k
    exacts [h0, h1, h2]
  · intro k
    fin_cases k <;> ext i j <;> fin_cases i <;> fin_cases j <;> simp [spinHalf]

/-- The total spin of two spins one half annihilates a pair state exactly when its amplitude
matrix is a multiple of the antisymmetric matrix with rows `(0, 1)` and `(-1, 0)`. -/
theorem two_spinHalf_singlet_iff (X : Matrix (Fin 2) (Fin 2) ℂ) :
    (∀ k, (spinHalf k ⊗ₖ (1 : Matrix (Fin 2) (Fin 2) ℂ) +
        (1 : Matrix (Fin 2) (Fin 2) ℂ) ⊗ₖ spinHalf k) *ᵥ pairState X = 0) ↔
      ∃ c : ℂ, X = c • !![0, 1; -1, 0] := by
  -- the ordinary sum of spins is the coupling to the dual triple
  have hc : ∀ k, spinHalf k ⊗ₖ (1 : Matrix (Fin 2) (Fin 2) ℂ) +
      (1 : Matrix (Fin 2) (Fin 2) ℂ) ⊗ₖ spinHalf k = coupled spinHalf (dual spinHalf) k := by
    intro k
    ext i j
    simp [coupled, dual, kroneckerMap_apply]
  simp only [hc]
  rw [singlet_iff_intertwiner spinHalf (dual spinHalf) X]
  constructor
  · intro h
    have h1 : (1/2 : ℂ) * X 0 0 = X 0 0 * (-(1/2)) := by
      simpa [spinHalf, dual, Matrix.mul_apply, Fin.sum_univ_two] using
        congrFun (congrFun (h 2) 0) 0
    have h2 : (-1/2 : ℂ) * X 1 1 = X 1 1 * (-(-1/2)) := by
      simpa [spinHalf, dual, Matrix.mul_apply, Fin.sum_univ_two] using
        congrFun (congrFun (h 2) 1) 1
    have h3 : (1/2 : ℂ) * X 1 0 = X 0 1 * (-(1/2)) := by
      simpa [spinHalf, dual, Matrix.mul_apply, Fin.sum_univ_two] using
        congrFun (congrFun (h 0) 0) 0
    have e1 : X 0 0 = 0 := by linear_combination h1
    have e2 : X 1 1 = 0 := by linear_combination (-1 : ℂ) * h2
    have e3 : X 1 0 = -X 0 1 := by linear_combination (2 : ℂ) * h3
    refine ⟨X 0 1, ?_⟩
    ext i j
    fin_cases i <;> fin_cases j <;> simp [e1, e2, e3]
  · rintro ⟨c, rfl⟩ k
    fin_cases k <;> ext i j <;> fin_cases i <;> fin_cases j <;>
      simp [spinHalf, dual, Matrix.mul_apply, Fin.sum_univ_two]
    all_goals ring

end

end SingletIntertwiner
```

```lean
#print axioms SingletIntertwiner.coupled_isAngularMomentum
#print axioms SingletIntertwiner.total_square_zero_iff
#print axioms SingletIntertwiner.no_singlet_of_square_ne
#print axioms SingletIntertwiner.two_spinHalf_singlet_iff
```

```
'SingletIntertwiner.coupled_isAngularMomentum' depends on axioms: [propext, Classical.choice, Quot.sound]
'SingletIntertwiner.total_square_zero_iff' depends on axioms: [propext, Classical.choice, Quot.sound]
'SingletIntertwiner.no_singlet_of_square_ne' depends on axioms: [propext, Classical.choice, Quot.sound]
'SingletIntertwiner.two_spinHalf_singlet_iff' depends on axioms: [propext, Classical.choice, Quot.sound]
```

## Reading the statements and proofs

`IsAngularMomentum` contains only the commutators. Hermiticity is a separate hypothesis, used in `total_square_zero_iff`. The equivalence `singlet_iff_intertwiner` needs neither and holds for any two matrix triples. In the code `⊗ₖ` is the Kronecker product and `*ᵥ` applies a matrix to a vector. Existence and uniqueness of a singlet for general equal spins are not treated.

`dual_isAngularMomentum` transposes the commutator. `coupled_isAngularMomentum` does the same for B, expands the Kronecker products, and lets `module` cancel the mixed terms.

In `coupled_mulVec`, the identity factor reduces each double sum to a single one through `Finset.sum_eq_single`; `singlet_iff_intertwiner` then compares entries.

`total_square_zero_iff` moves J_k across the inner product and uses that a vanishing sum of nonnegative terms has vanishing terms. `no_singlet_of_square_ne` follows the chain from aX to bX.

`spinHalf_witness` checks the commutators and Hermiticity entry by entry. `two_spinHalf_singlet_iff` first rewrites the ordinary spin sum as a coupling to the dual, then extracts the three entry equations used above; its converse is a direct matrix check.
